# With nonzero couplings to n spins-1/2, no first-order multiplet line exceeds the central binomial intensity

The intensity of a line is taken here to be a count: the number of spin configurations of the coupling partners that put the observed nucleus at exactly that frequency. The physics behind this choice is that, in a first-order spectrum at ordinary temperatures, the up and down states of each partner are almost equally populated, so every configuration contributes one transition of the same weight. Dividing a count by $2^n$ gives the fraction of the multiplet's total intensity.

The $n$ partners are labelled by a finite type `ι`, so $n$ is `Fintype.card ι`. Partner $k$ has a real coupling $J_k$, given by a function `J : ι → ℝ`. A configuration is the set $S$ of partners that are up, a `Finset ι`.

```lean
import Mathlib

open Finset

namespace MultipletPeakIntensity

noncomputable section

variable {ι : Type*} [Fintype ι] [DecidableEq ι]
```

Write $m_k=+1/2$ for $k\in S$ and $m_k=-1/2$ otherwise. The line shift, measured from the centre of the multiplet, is

$$\nu_J(S)=\sum_k J_k m_k .$$

The sign convention is that an up spin with positive coupling moves the line upward.

```lean
/-- First-order shift `∑ J_k m_k` of the observed line when the spins in `S` have `m = 1/2`
and all others have `m = -1/2`. -/
def lineShift (J : ι → ℝ) (S : Finset ι) : ℝ :=
  ∑ k, J k * (if k ∈ S then (1 / 2 : ℝ) else -(1 / 2))
```

The intensity $I_J(x)$ counts the configurations with $\nu_J(S)=x$. Two lines merge only if their shifts are equal as real numbers; there is no linewidth.

```lean
/-- Intensity of the line at shift `x`: the number of spin configurations that produce it. -/
def lineIntensity (J : ι → ℝ) (x : ℝ) : ℕ :=
  (univ.filter fun S : Finset ι => lineShift J S = x).card
```

A finite resolution enters through a window of width $r$, closed below and open above: $x\le\nu_J(S)<x+r$.

```lean
/-- Total intensity in the frequency window from `x` (included) to `x + r` (excluded). -/
def bandIntensity (J : ι → ℝ) (x r : ℝ) : ℕ :=
  (univ.filter fun S : Finset ι => x ≤ lineShift J S ∧ lineShift J S < x + r).card
```

The last definition handles the signs of the couplings. Let $R_J(S)$ be the set of partners that are up with $J_k>0$, or down with $J_k\le 0$. For nonzero couplings these are the spins that push the line upward.

```lean
/-- The spins that are up with a positive coupling, or down with a coupling that is
not positive. -/
def raising (J : ι → ℝ) (S : Finset ι) : Finset ι :=
  univ.filter fun k => (k ∈ S ↔ 0 < J k)
```

The model is restricted to weak coupling and to partners of spin 1/2. Strong-coupling effects, unequal populations and relaxation are absent. Within it, and for nonzero couplings, the bound proved below is $\binom{n}{\lfloor n/2\rfloor}$, called here the central binomial coefficient also for odd $n$. It limits how much intensity of the multiplet of one observed nucleus can accumulate in one line, or in one half-open frequency bin no wider than the smallest $|J_k|$. Overlapping multiplets of different nuclei add their intensities and aren't covered.

## (a) The shift as a subset sum

**Task.** Show that the line shift is the sum of the couplings to the up spins, minus half the total coupling.

**Solution.** For an up spin, $J_k m_k=J_k/2=J_k-J_k/2$. For a down spin, $J_k m_k=-J_k/2=0-J_k/2$. Summing over all $k$ gives

$$\nu_J(S)=\sum_{k\in S}J_k-\frac12\sum_k J_k .$$

In Lean, `h` is the identity for one spin, with `split_ifs` separating up from down. The final `simp only` sums it.

```lean
/-- The line shift is the sum of the couplings to the up spins, measured from half the
total coupling. -/
theorem lineShift_eq (J : ι → ℝ) (S : Finset ι) :
    lineShift J S = ∑ k ∈ S, J k - (∑ k, J k) / 2 := by
  have h : ∀ k, J k * (if k ∈ S then (1 / 2 : ℝ) else -(1 / 2))
      = (if k ∈ S then J k else 0) - J k / 2 := by
    intro k
    split_ifs <;> ring
  simp only [lineShift, h, Finset.sum_sub_distrib, Finset.sum_ite_mem, Finset.univ_inter,
    Finset.sum_div]
```

## (b) Removing the signs of the couplings

**Task.** Show that $\nu_J(S)=\nu_{|J|}(R_J(S))$, where $|J|$ denotes the couplings $|J_k|$.

**Solution.** Compare the two sums term by term. If $J_k>0$, then $k$ belongs to $R_J(S)$ exactly when it belongs to $S$, and $|J_k|=J_k$, so the term is unchanged. If $J_k\le 0$, membership is reversed, so $m_k$ becomes $-m_k$, while $|J_k|=-J_k$. The product is again unchanged, since $(-J_k)(-m_k)=J_km_k$.

The Lean proof reduces the claim to single terms with `Finset.sum_congr` and then treats four cases: the sign of the coupling, and up or down.

```lean
/-- Coupling signs can be absorbed by relabelling spin states: the shift is that of the
configuration `raising J S` with couplings `|J_k|`. -/
theorem lineShift_eq_abs (J : ι → ℝ) (S : Finset ι) :
    lineShift J S = lineShift (fun k => |J k|) (raising J S) := by
  simp only [lineShift]
  refine Finset.sum_congr rfl fun k _ => ?_
  have hm : k ∈ raising J S ↔ (k ∈ S ↔ 0 < J k) := by simp [raising]
  by_cases hp : 0 < J k
  · by_cases hS : k ∈ S
    · have h1 : k ∈ raising J S := hm.2 ⟨fun _ => hp, fun _ => hS⟩
      rw [if_pos hS, if_pos h1, abs_of_pos hp]
    · have h1 : k ∉ raising J S := fun h => hS ((hm.1 h).2 hp)
      rw [if_neg hS, if_neg h1, abs_of_pos hp]
  · by_cases hS : k ∈ S
    · have h1 : k ∉ raising J S := fun h => hp ((hm.1 h).1 hS)
      rw [if_pos hS, if_neg h1, abs_of_nonpos (not_lt.mp hp)]
      ring
    · have h1 : k ∈ raising J S := hm.2 ⟨fun h => absurd h hS, fun h => absurd h hp⟩
      rw [if_neg hS, if_pos h1, abs_of_nonpos (not_lt.mp hp)]
      ring
```

## (c) Different configurations stay different

**Task.** Show that $R_J(S)=R_J(T)$ implies $S=T$.

**Solution.** By definition, $k\in R_J(S)$ holds exactly when the statements $k\in S$ and $J_k>0$ are both true or both false. Knowing the sign of $J_k$ and whether $k\in R_J(S)$ therefore determines whether $k\in S$. If the two relabelled sets agree, $S$ and $T$ have the same members.

In Lean, `ext k` reduces equality of sets to membership of one spin, and `tauto` completes the propositional argument.

```lean
/-- Different spin configurations have different sets `raising J S`. -/
theorem raising_injective (J : ι → ℝ) : Function.Injective (raising J) := by
  intro S T h
  ext k
  have hk : k ∈ raising J S ↔ k ∈ raising J T := by rw [h]
  simp only [raising, Finset.mem_filter, Finset.mem_univ, true_and] at hk
  tauto
```

## (d) Turning more spins up

**Task.** Let all $J_k\ge 0$ and all $J_k\ge r$. Show that if $S$ is a proper subset of $T$, then $\nu_J(S)+r\le\nu_J(T)$.

**Solution.** Choose a spin $k$ in $T$ but not in $S$. Then $S\cup\{k\}\subseteq T$, and since no coupling is negative,

$$\sum_{i\in S}J_i+J_k\le\sum_{i\in T}J_i .$$

Subtract half the total coupling from both sides and use (a): $\nu_J(S)+J_k\le\nu_J(T)$. Since $r\le J_k$, the claim follows.

The lemma `Finset.exists_of_ssubset` supplies the extra spin, `h1` is the displayed inequality, and `linarith` combines it with `hr k`.

```lean
/-- With nonnegative couplings of size at least `r`, turning further spins up moves the line
upward by at least `r`. -/
theorem lineShift_add_le {J : ι → ℝ} {r : ℝ} (h0 : ∀ k, 0 ≤ J k) (hr : ∀ k, r ≤ J k)
    {S T : Finset ι} (hST : S ⊂ T) : lineShift J S + r ≤ lineShift J T := by
  obtain ⟨k, hkT, hkS⟩ := Finset.exists_of_ssubset hST
  have hsub : insert k S ⊆ T := Finset.insert_subset hkT hST.1
  have h1 : ∑ i ∈ insert k S, J i ≤ ∑ i ∈ T, J i :=
    Finset.sum_le_sum_of_subset_of_nonneg hsub fun i _ _ => h0 i
  rw [Finset.sum_insert hkS] at h1
  rw [lineShift_eq, lineShift_eq]
  linarith [hr k]
```

## (e) The intensity in a narrow window

**Task.** Suppose $|J_k|\ge r$ for every $k$. Show that any window $[x,x+r)$ contains at most $\binom{n}{\lfloor n/2\rfloor}$ configurations.

**Solution.** Replace each configuration $S$ in the window by $R_J(S)$. By (c) this doesn't change their number, and by (b) the shifts are those for couplings $|J_k|$. Suppose one of the new sets, $A$, were properly contained in another, $B$. By (d),

$$\nu_{|J|}(B)\ge\nu_{|J|}(A)+r\ge x+r,$$

which puts $B$ outside the window. So none of these sets contains another: they form an antichain.

Sperner's theorem bounds the size of an antichain, by the following count. Each of the $n!$ orderings of the spins builds up a chain of sets from $\varnothing$ to the full set, one spin at a time. A set $A$ with $a$ members occurs in $a!\,(n-a)!$ of these chains. No chain contains two members of an antichain, so the sum of $a!\,(n-a)!$ over its members is at most $n!$. Dividing by $n!$ gives

$$\sum_A \binom{n}{|A|}^{-1}\le 1 .$$

Each binomial coefficient is at most $\binom{n}{\lfloor n/2\rfloor}$, so each term is at least the inverse of that number, and there are at most $\binom{n}{\lfloor n/2\rfloor}$ terms.

Lean takes Sperner's theorem from Mathlib as `IsAntichain.sperner`. The rewrite with `Finset.card_image_of_injective` passes to the relabelled sets, and the remaining lines derive the contradiction for $A\subset B$. The expression `Fintype.card ι / 2` is division of natural numbers, hence $\lfloor n/2\rfloor$.

The open upper end matters. For one partner with $J=r>0$, the shifts are $-r/2$ and $r/2$. The closed window $[-r/2,r/2]$ has width $r$ and contains both configurations, whereas the bound is $\binom10=1$.

```lean
/-- If every coupling has magnitude at least `r`, the intensity in any half-open window of
width `r` is at most the central binomial coefficient. -/
theorem bandIntensity_le (J : ι → ℝ) {r : ℝ} (hJ : ∀ k, r ≤ |J k|) (x : ℝ) :
    bandIntensity J x r ≤ (Fintype.card ι).choose (Fintype.card ι / 2) := by
  unfold bandIntensity
  rw [← Finset.card_image_of_injective _ (raising_injective J)]
  -- The relabelled configurations in the window form an antichain.
  apply IsAntichain.sperner
  intro A hA B hB hne hsub
  have hAB : A ⊂ B := Finset.ssubset_iff_subset_ne.mpr ⟨hsub, hne⟩
  rw [Finset.mem_coe, Finset.mem_image] at hA hB
  obtain ⟨S, hS, rfl⟩ := hA
  obtain ⟨T, hT, rfl⟩ := hB
  have hS' := (Finset.mem_filter.mp hS).2
  have hT' := (Finset.mem_filter.mp hT).2
  have h := lineShift_add_le (J := fun k => |J k|) (fun k => abs_nonneg (J k)) hJ hAB
  rw [← lineShift_eq_abs, ← lineShift_eq_abs] at h
  linarith [hS'.1, hT'.2]
```

## (f) The intensity of one line

**Task.** Let all couplings be nonzero, of either sign. Show that $I_J(x)\le\binom{n}{\lfloor n/2\rfloor}$ for every $x$.

**Solution.** If $n\ge1$, let $r$ be the smallest $|J_k|$. It is positive because there are finitely many couplings and none vanishes. If $n=0$, take $r=1$. In both cases $x$ lies in $[x,x+r)$, so every configuration on the line at $x$ is in that window, and (e) applies.

As a numerical instance, take three couplings $J=(7,-4,3)$ Hz. Half their sum is 3 Hz, and (a) gives these shifts:

| Up spins | Subset sum (Hz) | Shift (Hz) |
|---|---|---|
| none | 0 | −3 |
| 1 | 7 | 4 |
| 2 | −4 | −7 |
| 3 | 3 | 0 |
| 1, 2 | 3 | 0 |
| 1, 3 | 10 | 7 |
| 2, 3 | −1 | −4 |
| 1, 2, 3 | 6 | 3 |

The strongest line, at zero shift, has intensity 2, a quarter of the total; the bound is $\binom31=3$. Its configurations $\{3\}$ and $\{1,2\}$ are relabelled as $\{2,3\}$ and $\{1\}$, and neither of these contains the other.

In Lean, `Finite.exists_min` finds the weakest coupling, and `Finset.card_le_card` compares the line with the window.

```lean
/-- With nonzero couplings of either sign, no line exceeds the central binomial intensity. -/
theorem lineIntensity_le (J : ι → ℝ) (hJ : ∀ k, J k ≠ 0) (x : ℝ) :
    lineIntensity J x ≤ (Fintype.card ι).choose (Fintype.card ι / 2) := by
  -- A positive `r` not exceeding any `|J k|` serves as the width of a window starting at `x`.
  obtain ⟨r, hr, hrJ⟩ : ∃ r : ℝ, 0 < r ∧ ∀ k, r ≤ |J k| := by
    rcases isEmpty_or_nonempty ι with hι | hι
    · exact ⟨1, one_pos, fun k => isEmptyElim k⟩
    · obtain ⟨k, hk⟩ := Finite.exists_min (fun k => |J k|)
      exact ⟨|J k|, abs_pos.mpr (hJ k), hk⟩
  have h := bandIntensity_le J hrJ x
  unfold bandIntensity at h
  unfold lineIntensity
  refine le_trans (Finset.card_le_card ?_) h
  intro S hS
  have hx := (Finset.mem_filter.mp hS).2
  exact Finset.mem_filter.mpr ⟨Finset.mem_univ _, by linarith, by linarith⟩
```

## (g) Coincident coupling sums

**Task.** For nonzero couplings and any real $x$, show that at most $\binom{n}{\lfloor n/2\rfloor}$ subsets $S$ satisfy $\sum_{k\in S}J_k=x$.

**Solution.** By (a), each such subset has shift $x-\frac12\sum_kJ_k$. All of them therefore lie on one line, and (f) bounds their number. Positive couplings are a special case.

The Lean proof applies `lineIntensity_le` at this shifted position and checks membership with `lineShift_eq`.

```lean
/-- At most a central binomial number of subsets of nonzero couplings share the same
coupling sum `x`. -/
theorem card_couplingSum_le (J : ι → ℝ) (hJ : ∀ k, J k ≠ 0) (x : ℝ) :
    (univ.filter fun S : Finset ι => ∑ k ∈ S, J k = x).card
      ≤ (Fintype.card ι).choose (Fintype.card ι / 2) := by
  have h := lineIntensity_le J hJ (x - (∑ k, J k) / 2)
  unfold lineIntensity at h
  refine le_trans (Finset.card_le_card ?_) h
  intro S hS
  have hx := (Finset.mem_filter.mp hS).2
  exact Finset.mem_filter.mpr ⟨Finset.mem_univ _, by rw [lineShift_eq, hx]⟩
```

## (h) Equal couplings

**Task.** Let all $n$ couplings equal $j\ne0$. Show that the line at $j(m-n/2)$ has intensity $\binom nm$, for each natural number $m$.

**Solution.** If $S$ has $|S|$ members, (a) gives

$$\nu_J(S)=j|S|-\frac{nj}{2}=j\left(|S|-\frac n2\right).$$

Since $j\ne0$, this equals $j(m-n/2)$ exactly when $|S|=m$. There are $\binom nm$ such subsets. For $m>n$ there are none, and the binomial coefficient is zero.

In Lean, `hs` is the formula for the shift. The proof then identifies the configurations on the line with the subsets of size $m$, which `Finset.card_powersetCard` counts; `mul_left_cancel₀` is the division by $j$.

```lean
/-- For `n` equal nonzero couplings `j`, the line at shift `j (m - n/2)` has the binomial
intensity `n` choose `m`. -/
theorem lineIntensity_equal {j : ℝ} (hj : j ≠ 0) (m : ℕ) :
    lineIntensity (fun _ : ι => j) (j * ((m : ℝ) - (Fintype.card ι : ℝ) / 2))
      = (Fintype.card ι).choose m := by
  have hs : ∀ S : Finset ι, lineShift (fun _ : ι => j) S
      = j * ((S.card : ℝ) - (Fintype.card ι : ℝ) / 2) := by
    intro S
    rw [lineShift_eq]
    simp only [Finset.sum_const, nsmul_eq_mul, Finset.card_univ]
    ring
  unfold lineIntensity
  rw [← Finset.card_univ (α := ι), ← Finset.card_powersetCard]
  congr 1
  ext S
  rw [Finset.mem_filter, Finset.mem_powersetCard, hs, Finset.card_univ]
  constructor
  · rintro ⟨_, h⟩
    have h1 := mul_left_cancel₀ hj h
    have h2 : (S.card : ℝ) = m := by linarith
    exact ⟨Finset.subset_univ S, by exact_mod_cast h2⟩
  · rintro ⟨_, h⟩
    exact ⟨Finset.mem_univ S, by rw [h]⟩
```

## (i) The greatest possible line intensity

**Task.** Show that $\binom{n}{\lfloor n/2\rfloor}$ is the greatest line intensity among all multiplets with $n$ nonzero couplings.

**Solution.** Part (f) shows that no line is stronger. Equality occurs for $J_k=1$ for all $k$: by (h) with $m=\lfloor n/2\rfloor$, the line at $\lfloor n/2\rfloor-n/2$ has this intensity. For even $n$ this is the central line; for odd $n$ it is the one just below the centre.

`IsGreatest` says that the number belongs to the set of possible intensities and is an upper bound for it, and `constructor` separates these two claims. The maximum runs over all nonzero couplings and all positions with the set of partners fixed. A particular multiplet may stay below it, as the one in (f) does.

```lean
/-- The central binomial coefficient is the greatest line intensity among all first-order
multiplets with nonzero couplings to a given set of spins-1/2. -/
theorem isGreatest_lineIntensity (ι : Type*) [Fintype ι] [DecidableEq ι] :
    IsGreatest {I : ℕ | ∃ (J : ι → ℝ) (x : ℝ), (∀ k, J k ≠ 0) ∧ lineIntensity J x = I}
      ((Fintype.card ι).choose (Fintype.card ι / 2)) := by
  constructor
  · exact ⟨fun _ => 1, _, fun _ => one_ne_zero,
      lineIntensity_equal one_ne_zero (Fintype.card ι / 2)⟩
  · rintro _ ⟨J, x, hJ, rfl⟩
    exact lineIntensity_le J hJ x
```

## (j) Vanishing couplings

**Task.** Find the intensity of the unshifted line when all couplings are zero, and compare it with the bound.

**Solution.** Every term $J_km_k$ is zero, so all $2^n$ configurations have zero shift and the intensity is $2^n$. With a single uncoupled partner this is 2, while the bound would be 1. The condition $J_k\ne0$ therefore cannot be dropped from the general statement (f). Physically, a partner with zero coupling doesn't split the line but still doubles the number of configurations, so it should be left out of the count $n$.

Here `simp` unfolds both definitions and counts all subsets of `ι`.

```lean
/-- If all couplings vanish, all `2 ^ n` spin configurations fall on the unshifted line. -/
theorem lineIntensity_zero :
    lineIntensity (fun _ : ι => (0 : ℝ)) 0 = 2 ^ Fintype.card ι := by
  simp [lineIntensity, lineShift]

end

end MultipletPeakIntensity
```

```lean
#print axioms MultipletPeakIntensity.card_couplingSum_le
#print axioms MultipletPeakIntensity.isGreatest_lineIntensity
#print axioms MultipletPeakIntensity.lineIntensity_zero
```

```
'MultipletPeakIntensity.card_couplingSum_le' depends on axioms: [propext, Classical.choice, Quot.sound]
'MultipletPeakIntensity.isGreatest_lineIntensity' depends on axioms: [propext, Classical.choice, Quot.sound]
'MultipletPeakIntensity.lineIntensity_zero' depends on axioms: [propext, Classical.choice, Quot.sound]
```
